# An open Kitaev chain with equal hopping and pairing $t>0$ and on-site energy $\mu>0$ has a subgap mode exactly when $\mu(N+1)<2tN$

A chain of $N\ge1$ sites has an excitation with $|E|<|\mu-2t|$ if and only if $\mu(N+1)<2tN$. Under the same condition, the decay equation

$$\mu\sinh((N+1)q)=2t\sinh(Nq)$$

has a solution $q>0$, which is then unique. In this uniform, non-interacting model, a finite-size calculation with $2tN/(N+1)\le\mu<2t$ therefore shows no level in the gap, although the infinite chain is topological for all $0<\mu<2t$.

## A positive decay rate, `0 < q`

The number $q$ is the inverse decay length of the edge mode, in units of the inverse lattice spacing. Positivity is part of the definition `EdgeDecay`. Without it $q=0$ would always be a solution, and every solution $q$ would come with $-q$.

```lean
import Mathlib

open Real Topology

namespace FiniteMajoranaThreshold

/-- The number `q > 0` solves the decay equation of an open chain of `N` sites with on-site energy
`mu` and equal hopping and pairing `t`. -/
def EdgeDecay (mu t : ℝ) (N : ℕ) (q : ℝ) : Prop :=
  0 < q ∧ mu * sinh (((N : ℝ) + 1) * q) = 2 * t * sinh ((N : ℝ) * q)
```

## Open ends and a non-zero amplitude

The real Majorana amplitudes $\varphi_j,\psi_j$ obey, for $0\le j<N$,

$$\mu\psi_{j+1}-2t\psi_j=E\varphi_{j+1},\qquad \mu\varphi_{j+1}-2t\varphi_{j+2}=E\psi_{j+1}.$$

Site $j+1$ runs over $1,\dots,N$. The fields `left` and `right` cut the chain by $\psi_0=0$ and $\varphi_{N+1}=0$. Without the right-hand condition, every energy in the gap would be allowed. Without `nonzero`, vanishing amplitudes would count as a mode at any energy. Both are used in the step from a mode to its decay rate.

These equations are the starting point: the many-body Hamiltonian and its diagonalisation are not formalised. Disorder, interactions and unequal hopping and pairing are not covered.

```lean
/-- Majorana amplitudes `φ`, `ψ` on the sites `1, …, N` form a non-zero solution of the Bogoliubov
equations of the open Kitaev chain with on-site energy `mu` and equal hopping and pairing `t`, at
energy `E`; the open ends are expressed by `ψ 0 = 0` and `φ (N + 1) = 0`. -/
structure IsMode (mu t : ℝ) (N : ℕ) (E : ℝ) (φ ψ : ℕ → ℝ) : Prop where
  left : ψ 0 = 0
  right : φ (N + 1) = 0
  eqA : ∀ j, j < N → mu * ψ (j + 1) - 2 * t * ψ j = E * φ (j + 1)
  eqB : ∀ j, j < N → mu * φ (j + 1) - 2 * t * φ (j + 1 + 1) = E * ψ (j + 1)
  nonzero : ∃ j, j < N ∧ (φ (j + 1) ≠ 0 ∨ ψ (j + 1) ≠ 0)
```

## At least one site, `1 ≤ N`

This hypothesis starts the inductions and makes $\sinh(Nq)$ positive. For $N=0$ the strict inequalities below fail, but there is no chain to describe.

Write $s_n(q)=\sinh(nq)$. The addition formulas give $s_{n+2}=2\cosh q\,s_{n+1}-s_n$, which is `sinh_step`.

```lean
/-- Hyperbolic sines at equally spaced arguments obey a three-term recursion. -/
theorem sinh_step (a q : ℝ) :
    sinh ((a + 2) * q) = 2 * cosh q * sinh ((a + 1) * q) - sinh (a * q) := by
  have h1 : (a + 2) * q = (a + 1) * q + q := by ring
  have h2 : a * q = (a + 1) * q - q := by ring
  rw [h1, h2, sinh_add, sinh_sub]
  ring
```

The first inequality is $(N+1)s_N<N s_{N+1}$. For $N=1$ it reads $2\sinh q<2\sinh q\cosh q$. The induction step is

$$(n+1)s_{n+2}-(n+2)s_{n+1}=2(n+1)(\cosh q-1)s_{n+1}+\big[n s_{n+1}-(n+1)s_n\big]>0.$$

In Lean, `nlinarith` combines the induction hypothesis with the positive product `hp`.

```lean
/-- For `q > 0` the ratio `sinh ((N+1)q) / sinh (Nq)` exceeds `(N+1)/N`. -/
theorem sinh_ratio_lower {q : ℝ} (hq : 0 < q) {N : ℕ} (hN : 1 ≤ N) :
    ((N : ℝ) + 1) * sinh ((N : ℝ) * q) < (N : ℝ) * sinh (((N : ℝ) + 1) * q) := by
  have hc : 1 < cosh q := one_lt_cosh.2 hq.ne'
  have hs : 0 < sinh q := sinh_pos_iff.2 hq
  induction N, hN using Nat.le_induction with
  | base =>
    simp only [Nat.cast_one, one_mul]
    rw [show ((1 : ℝ) + 1) * q = 2 * q by ring, sinh_two_mul]
    nlinarith [mul_pos hs (sub_pos.2 hc)]
  | succ n hn ih =>
    simp only [Nat.cast_add, Nat.cast_one]
    rw [show ((n : ℝ) + 1 + 1) * q = ((n : ℝ) + 2) * q by ring, sinh_step]
    have hS : 0 < sinh (((n : ℝ) + 1) * q) := sinh_pos_iff.2 (by positivity)
    have hp : 0 < ((n : ℝ) + 1) * (cosh q - 1) * sinh (((n : ℝ) + 1) * q) :=
      mul_pos (mul_pos (by positivity) (sub_pos.2 hc)) hS
    nlinarith [ih, hp]
```

The second inequality says that $s_{N+1}/s_N$ increases with $q$. For $0<p<q$ set $D_n=s_{n+1}(q)s_n(p)-s_{n+1}(p)s_n(q)$. Then $D_1=2\sinh p\sinh q(\cosh q-\cosh p)>0$ and

$$D_{n+1}=D_n+2(\cosh q-\cosh p)\,s_{n+1}(p)\,s_{n+1}(q)>0.$$

```lean
/-- The ratio `sinh ((N+1)q) / sinh (Nq)` grows strictly with the decay rate `q > 0`
(written without division). -/
theorem sinh_ratio_strictMono {p q : ℝ} (hp : 0 < p) (hpq : p < q) {N : ℕ} (hN : 1 ≤ N) :
    sinh (((N : ℝ) + 1) * p) * sinh ((N : ℝ) * q)
      < sinh (((N : ℝ) + 1) * q) * sinh ((N : ℝ) * p) := by
  have hq : 0 < q := hp.trans hpq
  have hc : cosh p < cosh q := by
    rw [cosh_lt_cosh, abs_of_pos hp, abs_of_pos hq]
    exact hpq
  induction N, hN using Nat.le_induction with
  | base =>
    simp only [Nat.cast_one, one_mul]
    rw [show ((1 : ℝ) + 1) * p = 2 * p by ring, show ((1 : ℝ) + 1) * q = 2 * q by ring,
      sinh_two_mul, sinh_two_mul]
    nlinarith [mul_pos (mul_pos (sinh_pos_iff.2 hp) (sinh_pos_iff.2 hq)) (sub_pos.2 hc)]
  | succ n hn ih =>
    simp only [Nat.cast_add, Nat.cast_one]
    rw [show ((n : ℝ) + 1 + 1) * p = ((n : ℝ) + 2) * p by ring,
      show ((n : ℝ) + 1 + 1) * q = ((n : ℝ) + 2) * q by ring, sinh_step, sinh_step]
    have h1 : 0 < sinh (((n : ℝ) + 1) * p) := sinh_pos_iff.2 (by positivity)
    have h2 : 0 < sinh (((n : ℝ) + 1) * q) := sinh_pos_iff.2 (by positivity)
    nlinarith [ih, mul_pos (mul_pos h1 h2) (sub_pos.2 hc)]
```

## Positive on-site energy and coupling, `0 < mu` and `0 < t`

These signs make $|\mu-2t|$ the minimum of $|E|$ in the bulk dispersion $E^2=\mu^2+4t^2-4\mu t\cos k$, with $k$ the wave number. The file uses only the number $|\mu-2t|$ and does not treat the infinite chain.

At $\mu=0$ with $t>0$, the inequality $\mu(N+1)<2tN$ holds but the decay equation has no positive solution: the zero mode sits entirely on the end sites. For $t<0<\mu$, $|\mu-2t|$ is the top of the band, and the spectral statement fails.

*Necessity.* A solution gives $\mu(N+1)s_N<\mu N s_{N+1}=2tN s_N$; divide by $s_N>0$.

*Existence.* Let $g(q)=2t\sinh(Nq)-\mu\sinh((N+1)q)$. Then $g(0)=0$ and $g'(0)=2tN-\mu(N+1)>0$, so $g$ is positive at some small $x>0$. At $Q=2t/\mu$,

$$g(Q)=-\mu\big[(\cosh Q-Q)\sinh(NQ)+\cosh(NQ)\sinh Q\big]<0,$$

because $Q\le\sinh Q<\cosh Q$. The intermediate value theorem gives a zero between $x$ and $Q$.

*Uniqueness.* Every solution has $s_{N+1}/s_N=2t/\mu$, and this ratio is strictly increasing.

The three bullets of the proof follow this order. The slope limit `hev` supplies $x$, and `key` excludes $p<q$.

```lean
/-- For `mu, t > 0` and `N ≥ 1`, the decay equation of the open chain has a positive solution
exactly when `mu (N+1) < 2 t N`, and it never has more than one. -/
theorem edgeDecay_threshold {mu t : ℝ} (hmu : 0 < mu) (ht : 0 < t) {N : ℕ} (hN : 1 ≤ N) :
    ((∃ q, EdgeDecay mu t N q) ↔ mu * ((N : ℝ) + 1) < 2 * t * N) ∧
      ∀ p q, EdgeDecay mu t N p → EdgeDecay mu t N q → p = q := by
  have hN0 : (0 : ℝ) < N := by exact_mod_cast hN
  refine ⟨⟨?_, fun hlt => ?_⟩, ?_⟩
  · rintro ⟨q, hq, h⟩
    have hs : 0 < sinh ((N : ℝ) * q) := sinh_pos_iff.2 (by positivity)
    have h1 := mul_lt_mul_of_pos_left (sinh_ratio_lower hq hN) hmu
    refine lt_of_mul_lt_mul_right ?_ hs.le
    linear_combination h1 + (N : ℝ) * h
  · -- the mismatch at the chain end starts with positive slope at `q = 0`
    let g : ℝ → ℝ := fun q => 2 * t * sinh ((N : ℝ) * q) - mu * sinh (((N : ℝ) + 1) * q)
    have hd (a : ℝ) : HasDerivAt (fun q : ℝ => sinh (a * q)) a 0 := by
      have h := ((hasDerivAt_id (0 : ℝ)).const_mul a).sinh
      simpa using h
    have hg : HasDerivAt g (2 * t * N - mu * ((N : ℝ) + 1)) 0 :=
      ((hd N).const_mul (2 * t)).fun_sub ((hd ((N : ℝ) + 1)).const_mul mu)
    have hev := (hasDerivAt_iff_tendsto_slope.1 hg).eventually (lt_mem_nhds (sub_pos.2 hlt))
    have hev' : ∀ᶠ x in 𝓝[>] (0 : ℝ), 0 < slope g 0 x :=
      hev.filter_mono (nhdsWithin_mono _ fun x hx => ne_of_gt hx)
    obtain ⟨x, hx, hx0⟩ := (hev'.and self_mem_nhdsWithin).exists
    have hx0 : 0 < x := hx0
    have hg0 : g 0 = 0 := by simp [g]
    rw [slope_def_field, hg0, sub_zero, sub_zero] at hx
    have hgx : 0 < g x := (div_pos_iff_of_pos_right hx0).1 hx
    -- and it is no longer positive at `q = 2t/mu`
    have hQ : 0 < 2 * t / mu := by positivity
    have hgQ : g (2 * t / mu) ≤ 0 := by
      have hmQ : mu * (2 * t / mu) = 2 * t := by field_simp
      simp only [g]
      generalize 2 * t / mu = Q at hQ hmQ
      have hc : Q ≤ cosh Q := (self_le_sinh_iff.2 hQ.le).trans (sinh_lt_cosh Q).le
      have hs : 0 < sinh ((N : ℝ) * Q) := sinh_pos_iff.2 (by positivity)
      have h1 : 0 < mu * (cosh ((N : ℝ) * Q) * sinh Q) :=
        mul_pos hmu (mul_pos (cosh_pos _) (sinh_pos_iff.2 hQ))
      have h2 : 0 ≤ mu * sinh ((N : ℝ) * Q) * (cosh Q - Q) :=
        mul_nonneg (mul_pos hmu hs).le (sub_nonneg.2 hc)
      rw [show ((N : ℝ) + 1) * Q = (N : ℝ) * Q + Q by ring, sinh_add, ← hmQ]
      linarith
    have hcont : Continuous g := by fun_prop
    obtain ⟨y, hy, hy0⟩ := intermediate_value_uIcc (hcont.continuousOn)
      (Set.mem_uIcc.2 (Or.inr ⟨hgQ, hgx.le⟩))
    refine ⟨y, ?_, (sub_eq_zero.1 hy0).symm⟩
    rcases Set.mem_uIcc.1 hy with h | h <;> linarith [h.1]
  · have key : ∀ p q, EdgeDecay mu t N p → EdgeDecay mu t N q → ¬ p < q := by
      intro p q hp hq hpq
      have h1 := mul_lt_mul_of_pos_left (sinh_ratio_strictMono hp.1 hpq hN) hmu
      have h2 : mu * (sinh (((N : ℝ) + 1) * p) * sinh ((N : ℝ) * q))
          = mu * (sinh (((N : ℝ) + 1) * q) * sinh ((N : ℝ) * p)) := by
        linear_combination sinh ((N : ℝ) * q) * hp.2 - sinh ((N : ℝ) * p) * hq.2
      linarith
    intro p q hp hq
    exact le_antisymm (not_lt.1 (key q p hq hp)) (not_lt.1 (key p q hp hq))
```

## A solved decay equation, `EdgeDecay mu t N q`

Given a solution $q$, take $\varphi_j=\sinh((N+1-j)q)$, $\psi_j=\sinh(jq)$ and $E=\mu\sinh q/\sinh(Nq)$. For $N\ge2$ the two species lean towards opposite ends. Dividing both by $\big(\sum_{j=1}^N\sinh^2(jq)\big)^{1/2}$ gives each unit norm.

Substituting $2t=\mu s_{N+1}/s_N$ and expanding gives, for every real $a$,

$$\mu\sinh((a+1)q)-2t\sinh(aq)=E\sinh((N-a)q).$$

This is `key`; $a=j$ gives the first Bogoliubov equation and $a=N-j-1$ the second. For $N\ge2$ these profiles fit the chain only if $q$ solves the decay equation; for $N=1$ they fit it at $E=\mu$ for every $q>0$.

```lean
/-- A solution `q` of the decay equation gives a mode of the open chain with hyperbolic-sine
profiles, at the energy `mu sinh q / sinh (Nq)`. -/
theorem edge_mode {mu t q : ℝ} {N : ℕ} (hN : 1 ≤ N) (h : EdgeDecay mu t N q) :
    IsMode mu t N (mu * sinh q / sinh ((N : ℝ) * q))
      (fun j => sinh (((N : ℝ) + 1 - j) * q)) (fun j => sinh ((j : ℝ) * q)) := by
  obtain ⟨hq, h2⟩ := h
  have hN0 : (0 : ℝ) < N := by exact_mod_cast hN
  have hs : 0 < sinh ((N : ℝ) * q) := sinh_pos_iff.2 (by positivity)
  rw [show ((N : ℝ) + 1) * q = (N : ℝ) * q + q by ring, sinh_add] at h2
  -- both Bogoliubov equations are instances of one addition formula
  have key (a : ℝ) : mu * sinh ((a + 1) * q) - 2 * t * sinh (a * q)
      = mu * sinh q / sinh ((N : ℝ) * q) * sinh (((N : ℝ) - a) * q) := by
    rw [show (a + 1) * q = a * q + q by ring,
      show ((N : ℝ) - a) * q = (N : ℝ) * q - a * q by ring, sinh_add, sinh_sub,
      div_mul_eq_mul_div, eq_div_iff hs.ne']
    linear_combination sinh (a * q) * h2
  refine ⟨by simp, by simp, ?_, ?_, ⟨0, hN, Or.inr ?_⟩⟩
  · intro j _
    have h := key j
    push_cast
    rw [show (N : ℝ) + 1 - ((j : ℝ) + 1) = N - j by ring]
    exact h
  · intro j _
    have h := key ((N : ℝ) - j - 1)
    rw [show (N : ℝ) - j - 1 + 1 = N + 1 - ((j : ℝ) + 1) by ring,
      show (N : ℝ) - ((N : ℝ) - j - 1) = j + 1 by ring,
      show (N : ℝ) - j - 1 = N + 1 - ((j : ℝ) + 1 + 1) by ring] at h
    push_cast
    exact h
  · simpa using hq.ne'
```

For the energy, $2ts_N=\mu s_{N+1}$ gives

$$(\mu^2+4t^2-4\mu t\cosh q)s_N^2=\mu^2\big(s_N^2+s_{N+1}^2-2\cosh q\,s_Ns_{N+1}\big)=\mu^2\sinh^2q.$$

The last step inserts $s_{N+1}=s_N\cosh q+\cosh(Nq)\sinh q$ and uses $\cosh^2-\sinh^2=1$. The energy is at most $\mu e^{-(N-1)q}$, hence small compared with $\mu$ when $(N-1)q$ is large, but it is not zero, so this is not an exact Majorana zero mode.

```lean
/-- For a solution `q` of the decay equation, the energy `mu sinh q / sinh (Nq)` obeys the bulk
dispersion continued to an imaginary wave number. -/
theorem edge_energy_sq {mu t q : ℝ} {N : ℕ} (hN : 1 ≤ N) (h : EdgeDecay mu t N q) :
    (mu * sinh q / sinh ((N : ℝ) * q)) ^ 2
      = mu ^ 2 + 4 * t ^ 2 - 4 * mu * t * cosh q := by
  obtain ⟨hq, h2⟩ := h
  have hN0 : (0 : ℝ) < N := by exact_mod_cast hN
  have hs : 0 < sinh ((N : ℝ) * q) := sinh_pos_iff.2 (by positivity)
  rw [show ((N : ℝ) + 1) * q = (N : ℝ) * q + q by ring, sinh_add] at h2
  have e : (mu ^ 2 + 4 * t ^ 2 - 4 * mu * t * cosh q) * sinh ((N : ℝ) * q) ^ 2
      = mu ^ 2 * sinh ((N : ℝ) * q) ^ 2 + (2 * t * sinh ((N : ℝ) * q)) ^ 2
        - 2 * mu * cosh q * sinh ((N : ℝ) * q) * (2 * t * sinh ((N : ℝ) * q)) := by ring
  rw [div_pow, div_eq_iff (pow_ne_zero 2 hs.ne'), e, ← h2]
  linear_combination mu ^ 2 * sinh ((N : ℝ) * q) ^ 2 * cosh_sq q
    - mu ^ 2 * sinh q ^ 2 * cosh_sq ((N : ℝ) * q)
```

## An energy inside the gap, `|E| < |mu - 2 * t|`

This hypothesis separates bound modes from band states. Without it, ordinary standing waves would count and there would be no threshold. By hand and in Lean, it gives

$$\cosh q=\frac{\mu^2+4t^2-E^2}{4\mu t}>1,$$

which defines $q>0$. Eliminating $\varphi$ between neighbouring sites gives

$$E^2\psi_{j+1}=(\mu^2+4t^2)\psi_{j+1}-2\mu t(\psi_j+\psi_{j+2}),$$

hence $\psi_{j+2}=2\cosh q\,\psi_{j+1}-\psi_j$ for $j+2\le N$. With $\psi_0=0$, induction yields $\psi_j\sinh q=\psi_1\sinh(jq)$ up to $j=N$; this is `prof`.

If $\psi_1=0$, then $\psi$ vanishes on the chain, so $\mu\varphi_{j+1}=2t\varphi_{j+2}$. Starting from $\varphi_{N+1}=0$ and working leftwards, $\varphi$ vanishes too, against `nonzero`.

At the last site $\varphi_{N+1}=0$ gives $\mu\varphi_N=E\psi_N$, so $\mu^2\psi_N-2t\mu\psi_{N-1}=E^2\psi_N$, which is `K` with $N=M+1$. Inserting the dispersion and dividing by $2t$,

$$\mu(2\cosh q\,\psi_N-\psi_{N-1})=2t\psi_N.$$

The sinh profile and $\psi_1\neq0$ turn this into the decay equation.

```lean
/-- For `mu, t > 0`, every mode with energy inside the bulk gap `|mu - 2t|` has a decay rate that
solves the decay equation and fixes its energy up to sign. -/
theorem decay_of_subgap_mode {mu t E : ℝ} (hmu : 0 < mu) (ht : 0 < t) {N : ℕ} (hN : 1 ≤ N)
    {φ ψ : ℕ → ℝ} (h : IsMode mu t N E φ ψ) (hE : |E| < |mu - 2 * t|) :
    ∃ q, EdgeDecay mu t N q ∧ E ^ 2 = mu ^ 2 + 4 * t ^ 2 - 4 * mu * t * cosh q := by
  have hE2 : E ^ 2 < (mu - 2 * t) ^ 2 := sq_lt_sq.2 hE
  have hmt : 0 < 4 * mu * t := by positivity
  -- the dispersion relation defines the decay rate
  obtain ⟨q, hq, hd⟩ : ∃ q, 0 < q ∧ E ^ 2 = mu ^ 2 + 4 * t ^ 2 - 4 * mu * t * cosh q := by
    obtain ⟨c, hc⟩ : ∃ c, c = (mu ^ 2 + 4 * t ^ 2 - E ^ 2) / (4 * mu * t) := ⟨_, rfl⟩
    have hc1 : 1 < c := by
      rw [hc, lt_div_iff₀ hmt]
      nlinarith
    have hc0 : 0 ≤ c := by linarith
    have hcc : c ≤ cosh c := (self_le_sinh_iff.2 hc0).trans (sinh_lt_cosh c).le
    obtain ⟨q, hq, hqc⟩ := intermediate_value_Icc hc0 continuous_cosh.continuousOn
      (show c ∈ Set.Icc (cosh 0) (cosh c) from ⟨by rw [cosh_zero]; exact hc1.le, hcc⟩)
    refine ⟨q, lt_of_le_of_ne hq.1 ?_, ?_⟩
    · rintro rfl
      rw [cosh_zero] at hqc
      linarith
    · rw [eq_div_iff hmt.ne'] at hc
      rw [hqc]
      linarith
  have hs : 0 < sinh q := sinh_pos_iff.2 hq
  -- starting from the left end, `ψ` is a hyperbolic sine
  have prof : ∀ j : ℕ, j + 1 ≤ N → ψ j * sinh q = ψ 1 * sinh ((j : ℝ) * q) ∧
      ψ (j + 1) * sinh q = ψ 1 * sinh (((j : ℝ) + 1) * q) := by
    intro j
    induction j with
    | zero => intro _; simp [h.left]
    | succ j ih =>
      intro hj
      obtain ⟨i0, i1⟩ := ih (by omega)
      have a1 := h.eqA j (by omega)
      have a2 := h.eqA (j + 1) (by omega)
      have b := h.eqB j (by omega)
      have r : ψ (j + 1 + 1) = 2 * cosh q * ψ (j + 1) - ψ j := by
        apply mul_left_cancel₀ (show 2 * mu * t ≠ 0 by positivity)
        linear_combination (-mu) * a1 + 2 * t * a2 - E * b - ψ (j + 1) * hd
      simp only [Nat.cast_add, Nat.cast_one]
      refine ⟨i1, ?_⟩
      rw [show ((j : ℝ) + 1 + 1) * q = ((j : ℝ) + 2) * q by ring, sinh_step, r]
      linear_combination 2 * cosh q * i1 - i0
  -- if `ψ` vanished on the first site, the whole mode would vanish
  have h1 : ψ 1 ≠ 0 := by
    intro h0
    have hψ : ∀ j, j < N → ψ (j + 1) = 0 := by
      intro j hj
      have h2 := (prof j hj).2
      rw [h0, zero_mul] at h2
      exact (mul_eq_zero.1 h2).resolve_right hs.ne'
    have hφ : ∀ d j, j + d = N → φ (j + 1) = 0 := by
      intro d
      induction d with
      | zero =>
        intro j hj
        have hj' : j = N := by omega
        rw [hj']
        exact h.right
      | succ d ih =>
        intro j hj
        have b := h.eqB j (by omega)
        rw [ih (j + 1) (by omega), hψ j (by omega), mul_zero, mul_zero, sub_zero] at b
        exact (mul_eq_zero.1 b).resolve_left hmu.ne'
    obtain ⟨j, hj, hne | hne⟩ := h.nonzero
    · exact hne (hφ (N - j) j (by omega))
    · exact hne (hψ j hj)
  -- the right end now yields the decay equation
  refine ⟨q, ⟨hq, ?_⟩, hd⟩
  obtain ⟨M, rfl⟩ : ∃ M, N = M + 1 := ⟨N - 1, by omega⟩
  obtain ⟨p0, p1⟩ := prof M le_rfl
  have a := h.eqA M (by omega)
  have b := h.eqB M (by omega)
  have r := h.right
  have K : mu ^ 2 * ψ (M + 1) - 2 * t * mu * ψ M = E ^ 2 * ψ (M + 1) := by
    linear_combination mu * a + E * b + 2 * t * E * r
  simp only [Nat.cast_add, Nat.cast_one]
  rw [show ((M : ℝ) + 1 + 1) * q = ((M : ℝ) + 2) * q by ring, sinh_step]
  apply mul_left_cancel₀ (mul_ne_zero h1 (show 2 * t ≠ 0 by positivity))
  linear_combination sinh q * K - (mu ^ 2 - E ^ 2) * p1 + 2 * t * mu * p0
    + ψ 1 * sinh (((M : ℝ) + 1) * q) * hd
```

## The threshold for the spectrum

A subgap mode supplies a decay rate, and hence the inequality. Conversely, the inequality supplies $q$ and its explicit mode, with

$$E^2=(\mu-2t)^2-4\mu t(\cosh q-1)<(\mu-2t)^2.$$

`subgap_mode_iff` joins the two directions through `edgeDecay_threshold`. For $N=1$ the levels are $E=\pm\mu$, and the condition is $\mu<t$.

```lean
/-- For `mu, t > 0` and `N ≥ 1`, an open Kitaev chain of `N` sites with equal hopping and pairing
`t` has a mode inside the bulk gap if and only if its on-site energy satisfies `mu (N+1) < 2 t N`.
-/
theorem subgap_mode_iff {mu t : ℝ} (hmu : 0 < mu) (ht : 0 < t) {N : ℕ} (hN : 1 ≤ N) :
    (∃ E φ ψ, IsMode mu t N E φ ψ ∧ |E| < |mu - 2 * t|)
      ↔ mu * ((N : ℝ) + 1) < 2 * t * N := by
  rw [← (edgeDecay_threshold hmu ht hN).1]
  constructor
  · rintro ⟨E, φ, ψ, h, hE⟩
    obtain ⟨q, hq, _⟩ := decay_of_subgap_mode hmu ht hN h hE
    exact ⟨q, hq⟩
  · rintro ⟨q, hq⟩
    refine ⟨_, _, _, edge_mode hN hq, sq_lt_sq.1 ?_⟩
    rw [edge_energy_sq hN hq]
    have hc : 1 < cosh q := one_lt_cosh.2 hq.1.ne'
    nlinarith [mul_pos (mul_pos hmu ht) (sub_pos.2 hc)]

end FiniteMajoranaThreshold
```

```lean
#print axioms FiniteMajoranaThreshold.subgap_mode_iff
-- 'FiniteMajoranaThreshold.subgap_mode_iff' depends on axioms: [propext, Classical.choice, Quot.sound]
```
